# The quintet, triplet and singlet energies of two spin-1 sites fix c + JX + BX², and B = 0 exactly when the Landé rule holds

## Question

Two nickel(II) ions, each with spin 1, are coupled through a bridging ligand, and a calculation gives me the energies $E_2$, $E_1$ and $E_0$ of the quintet, triplet and singlet. With $X=\mathbf S_1\cdot\mathbf S_2$, I want to describe them by $H=c+JX+BX^2$. I believe that $X$ satisfies $(X-1)(X+1)(X+2)=0$, that

$$J=\frac{E_2-E_1}{2},\qquad B=\frac{2E_0-3E_1+E_2}{6},$$

and that $B=0$ exactly when the Landé rule $E_2-E_1=2(E_1-E_0)$ holds. Can this be made rigorous, starting from the actual spin matrices, and checked by machine? I would also like to know whether a term in $X^3$ could add anything.

## Answer

All of it holds, and $X^3$ adds nothing: the cubic equation gives $X^3=X+2-2X^2$. Moreover, any operator on the nine-dimensional two-site space that has one energy on each whole multiplet is of the form $c+JX+BX^2$.

### From total spin to the couplings

Set $\hbar=1$. Since $\mathbf S_1^2=\mathbf S_2^2=2$, the total spin satisfies

$$\mathbf S_{\rm tot}^2=4+2X,\qquad X=\frac{s(s+1)-4}{2}\ \text{ on total spin } s.$$

Thus $X=1,-1,-2$ for $s=2,1,0$, which gives the cubic. The energies are

$$E_2=c+J+B,\qquad E_1=c-J+B,\qquad E_0=c-2J+4B.$$

Subtraction gives $E_2-E_1=2J$ and $E_1-E_0=J-3B$. Solving these yields the stated $J$ and $B$, with $c=(E_2+3E_1-E_0)/3$. Also

$$(E_2-E_1)-2(E_1-E_0)=6B,$$

which is the Landé criterion.

For the converse, let $H$ be any operator that has the energies $E_2$, $E_1$ and $E_0$ on the whole quintet, triplet and singlet. The projectors onto the multiplets are

$$P_2=\frac{X^2+3X+2}{6},\quad P_1=-\frac{X^2+X-2}{2},\quad P_0=\frac{X^2-1}{3}.$$

They add up to 1, so $H=H(P_2+P_1+P_0)=E_2P_2+E_1P_1+E_0P_0$, a quadratic polynomial in $X$.

The cubic can also be obtained without the addition of angular momenta. Let $P$ swap the two sites, and let $K=|k\rangle\langle k|$ with $|k\rangle=|{+},{-}\rangle-|0,0\rangle+|{-},{+}\rangle$. Acting on the product states shows that $X=P-K$. Since $\langle k|k\rangle=3$ and $P|k\rangle=|k\rangle$, we have $K^2=3K$ and $PK=KP=K$. Hence

$$X^2=1-2K+3K=1+K,\qquad K(X+2)=0,$$

and so $(X^2-1)(X+2)=K(X+2)=0$. The normalised singlet is $|k\rangle/\sqrt3$, and $K$ is three times its projector.

### What the theorems say about the spin dimer

The matrices `spinX`, `spinY` and `spinZ` are the usual ones in the $S_z$ basis, with indices 0, 1, 2 for $m=+1,0,-1$. A `TwoSite` operator is a complex matrix indexed by pairs of these, and `exchange` is $X$. The sign convention is $+JX$, so for $B=0$ a positive $J$ is antiferromagnetic.

`IsLevel H s E` says that every vector $v$ with $\mathbf S_{\rm tot}^2v=s(s+1)v$ satisfies $Hv=Ev$. This is a condition on the whole multiplet: it excludes zero-field splitting and mixing between different total spins. Neither $H$ nor the energies are required to be Hermitian or real, so the physical case is included.

- `exchange_cubic` is the cubic equation.
- `levels_iff_eq_biquad` says that an arbitrary $H$ has the three levels if and only if it is `biquad` with the stated $c$, $J$ and $B$.
- `biquad_injective` says that the operator determines its three parameters.
- `couplings_and_lande_rule` gives $J$, $B$ and the Landé criterion.

The reduction of a real molecule to two spins 1 is assumed here. Local excited states do not appear explicitly, and anisotropy is left out.

In Lean 4 with Mathlib:

```lean
import Mathlib

open Matrix
open scoped Kronecker

namespace SpinOneBiquadraticExchange

noncomputable section

set_option maxHeartbeats 400000

/-- Operators on two spin-1 sites, in the product basis of Sz eigenstates. -/
abbrev TwoSite := Matrix (Fin 3 × Fin 3) (Fin 3 × Fin 3) ℂ

/-- The normalisation 1/√2 of the transverse spin-1 matrices. -/
def r : ℂ := ((Real.sqrt 2 : ℝ) : ℂ)⁻¹

/-- The matrix √2 Sx. -/
def patX : Matrix (Fin 3) (Fin 3) ℂ := !![0, 1, 0; 1, 0, 1; 0, 1, 0]

/-- The matrix √2 Sy. -/
def patY : Matrix (Fin 3) (Fin 3) ℂ :=
  !![0, -Complex.I, 0; Complex.I, 0, -Complex.I; 0, Complex.I, 0]

/-- The spin-1 matrix Sx. -/
def spinX : Matrix (Fin 3) (Fin 3) ℂ := r • patX

/-- The spin-1 matrix Sy. -/
def spinY : Matrix (Fin 3) (Fin 3) ℂ := r • patY

/-- The spin-1 matrix Sz. -/
def spinZ : Matrix (Fin 3) (Fin 3) ℂ := !![1, 0, 0; 0, 0, 0; 0, 0, -1]

/-- The Heisenberg exchange operator X = S₁·S₂. -/
def exchange : TwoSite := spinX ⊗ₖ spinX + spinY ⊗ₖ spinY + spinZ ⊗ₖ spinZ

/-- The two-site total of a one-site operator, A₁ + A₂. -/
def total (A : Matrix (Fin 3) (Fin 3) ℂ) : TwoSite := A ⊗ₖ 1 + 1 ⊗ₖ A

/-- The square of the total spin. -/
def totalSq : TwoSite :=
  total spinX * total spinX + total spinY * total spinY + total spinZ * total spinZ

/-- The bilinear-biquadratic Hamiltonian c + J X + B X². -/
def biquad (c J B : ℂ) : TwoSite :=
  c • (1 : TwoSite) + J • exchange + B • (exchange * exchange)

/-- H has energy E on the whole multiplet of total spin s. -/
def IsLevel (H : TwoSite) (s E : ℂ) : Prop :=
  ∀ v : Fin 3 × Fin 3 → ℂ, totalSq *ᵥ v = (s * (s + 1)) • v → H *ᵥ v = E • v

/-- The operator that swaps the two sites, with integer entries. -/
def swapInt : Matrix (Fin 3 × Fin 3) (Fin 3 × Fin 3) ℤ :=
  fun i j => if i.1 = j.2 ∧ i.2 = j.1 then 1 else 0

/-- Amplitudes of the unnormalised vector |+,−⟩ − |0,0⟩ + |−,+⟩. -/
def amp : Matrix (Fin 3) (Fin 3) ℤ := !![0, 0, 1; 0, -1, 0; 1, 0, 0]

/-- The dyad of the vector with amplitudes `amp`. -/
def dyadInt : Matrix (Fin 3 × Fin 3) (Fin 3 × Fin 3) ℤ :=
  fun i j => amp i.1 i.2 * amp j.1 j.2

/-- Integer matrices read as complex operators. -/
def toC : Matrix (Fin 3 × Fin 3) (Fin 3 × Fin 3) ℤ →+* TwoSite :=
  (Int.castRingHom ℂ).mapMatrix

lemma r_sq : r * r = 1 / 2 := by
  have h : ((Real.sqrt 2 : ℝ) : ℂ) * ((Real.sqrt 2 : ℝ) : ℂ) = 2 := by
    rw [← Complex.ofReal_mul, Real.mul_self_sqrt (by norm_num)]
    norm_num
  rw [r, ← mul_inv, h]
  norm_num

/-- The one-site matrices obey the angular momentum commutation relations and S² = 2. -/
theorem spin_one_relations :
    spinX * spinY - spinY * spinX = Complex.I • spinZ ∧
    spinY * spinZ - spinZ * spinY = Complex.I • spinX ∧
    spinZ * spinX - spinX * spinZ = Complex.I • spinY ∧
    spinX * spinX + spinY * spinY + spinZ * spinZ = (2 : ℂ) • 1 := by
  have h1 : patX * patY - patY * patX = (2 * Complex.I) • spinZ := by
    ext i j
    fin_cases i <;> fin_cases j <;> simp [patX, patY, spinZ] <;> ring
  have h2 : patY * spinZ - spinZ * patY = Complex.I • patX := by
    ext i j
    fin_cases i <;> fin_cases j <;> simp [patX, patY, spinZ]
  have h3 : spinZ * patX - patX * spinZ = Complex.I • patY := by
    ext i j
    fin_cases i <;> fin_cases j <;> simp [patX, patY, spinZ]
  have h4 : patX * patX + patY * patY + (2 : ℂ) • (spinZ * spinZ) = (4 : ℂ) • 1 := by
    ext i j
    fin_cases i <;> fin_cases j <;> simp [patX, patY, spinZ] <;> norm_num
  refine ⟨?_, ?_, ?_, ?_⟩
  · simp only [spinX, spinY, Matrix.smul_mul, Matrix.mul_smul, smul_smul, r_sq]
    linear_combination (norm := module) (1 / 2 : ℂ) • h1
  · rw [spinY, spinX, Matrix.smul_mul, Matrix.mul_smul, ← smul_sub, h2, smul_comm]
  · rw [spinY, spinX, Matrix.smul_mul, Matrix.mul_smul, ← smul_sub, h3, smul_comm]
  · simp only [spinX, spinY, Matrix.smul_mul, Matrix.mul_smul, smul_smul, r_sq]
    linear_combination (norm := module) (1 / 2 : ℂ) • h4

/-- The exchange operator is the site swap minus the dyad of |+,−⟩ − |0,0⟩ + |−,+⟩. -/
theorem exchange_eq_swap_sub_dyad : exchange = toC (swapInt - dyadInt) := by
  simp only [exchange, spinX, spinY, Matrix.smul_kronecker, Matrix.kronecker_smul,
    smul_smul, r_sq]
  ext ⟨a, b⟩ ⟨c, d⟩
  fin_cases a <;> fin_cases b <;> fin_cases c <;> fin_cases d <;>
    simp [patX, patY, spinZ, toC, swapInt, dyadInt, amp] <;> norm_num

lemma exchange_sq : exchange * exchange = 1 + toC dyadInt := by
  have h : (swapInt - dyadInt) * (swapInt - dyadInt) = 1 + dyadInt := by
    decide +kernel
  rw [exchange_eq_swap_sub_dyad, ← map_mul, h, map_add, map_one]

/-- The exchange operator of two spins 1 satisfies (X − 1)(X + 1)(X + 2) = 0. -/
theorem exchange_cubic : (exchange - 1) * (exchange + 1) * (exchange + 2) = 0 := by
  have h : dyadInt * (swapInt - dyadInt) + dyadInt + dyadInt = 0 := by
    decide +kernel
  have hK := congrArg toC h
  rw [map_add, map_add, map_mul, map_zero, ← exchange_eq_swap_sub_dyad] at hK
  -- the first two factors leave only the dyad, on which X = -2
  have h2 : (exchange - 1) * (exchange + 1) = exchange * exchange - 1 := by noncomm_ring
  rw [h2, exchange_sq, add_sub_cancel_left, mul_add, mul_two, ← add_assoc, hK]

lemma exchange_cube : exchange * (exchange * exchange)
    = exchange + (2 : ℂ) • (1 : TwoSite) - (2 : ℂ) • (exchange * exchange) := by
  have h := exchange_cubic
  have e : (exchange - 1) * (exchange + 1) * (exchange + 2) = exchange * (exchange * exchange)
      + exchange * exchange + exchange * exchange - exchange - 1 - 1 := by noncomm_ring
  rw [e] at h
  linear_combination (norm := module) h

/-- The square of the total spin is 4 + 2 S₁·S₂. -/
theorem totalSq_eq : totalSq = (4 : ℂ) • (1 : TwoSite) + (2 : ℂ) • exchange := by
  have sq : ∀ A, total A * total A
      = (A * A) ⊗ₖ 1 + 1 ⊗ₖ (A * A) + (2 : ℂ) • (A ⊗ₖ A) := by
    intro A
    simp only [total, add_mul, mul_add, ← Matrix.mul_kronecker_mul, one_mul, mul_one]
    module
  have hc := spin_one_relations.2.2.2
  have h1 : (spinX * spinX) ⊗ₖ (1 : Matrix (Fin 3) (Fin 3) ℂ) + (spinY * spinY) ⊗ₖ 1
      + (spinZ * spinZ) ⊗ₖ 1 = (2 : ℂ) • (1 : TwoSite) := by
    rw [← Matrix.add_kronecker, ← Matrix.add_kronecker, hc, Matrix.smul_kronecker,
      Matrix.one_kronecker_one]
  have h2 : (1 : Matrix (Fin 3) (Fin 3) ℂ) ⊗ₖ (spinX * spinX) + 1 ⊗ₖ (spinY * spinY)
      + 1 ⊗ₖ (spinZ * spinZ) = (2 : ℂ) • (1 : TwoSite) := by
    rw [← Matrix.kronecker_add, ← Matrix.kronecker_add, hc, Matrix.kronecker_smul,
      Matrix.one_kronecker_one]
  simp only [totalSq, sq, exchange]
  linear_combination (norm := module) h1 + h2

/-- On total spin s the Hamiltonian c + J X + B X² has energy c + J x + B x²,
where x = (s(s+1) − 4)/2. -/
theorem biquad_level (c J B s : ℂ) : IsLevel (biquad c J B) s
    (c + J * ((s * (s + 1) - 4) / 2) + B * ((s * (s + 1) - 4) / 2) ^ 2) := by
  intro v hv
  rw [totalSq_eq, Matrix.add_mulVec, Matrix.smul_mulVec, Matrix.smul_mulVec,
    Matrix.one_mulVec] at hv
  have hx : exchange *ᵥ v = ((s * (s + 1) - 4) / 2) • v := by
    linear_combination (norm := module) (1 / 2 : ℂ) • hv
  simp only [biquad, Matrix.add_mulVec, Matrix.smul_mulVec, Matrix.one_mulVec,
    ← Matrix.mulVec_mulVec, hx, Matrix.mulVec_smul]
  module

lemma IsLevel.mul_eq {H M : TwoSite} {s E : ℂ} (h : IsLevel H s E)
    (hM : exchange * M = ((s * (s + 1) - 4) / 2) • M) : H * M = E • M := by
  have ht : totalSq * M = (s * (s + 1)) • M := by
    rw [totalSq_eq, add_mul, Matrix.smul_mul, Matrix.smul_mul, one_mul, hM]
    module
  ext i j
  exact congrFun (h (fun k => M k j) (funext fun k => congrFun (congrFun ht k) j)) i

/-- An operator has energies E2, E1, E0 on the quintet, triplet and singlet exactly when it is
the bilinear-biquadratic Hamiltonian with the stated c, J and B. -/
theorem levels_iff_eq_biquad (H : TwoSite) (E2 E1 E0 : ℂ) :
    (IsLevel H 2 E2 ∧ IsLevel H 1 E1 ∧ IsLevel H 0 E0) ↔
      H = biquad ((E2 + 3 * E1 - E0) / 3) ((E2 - E1) / 2) ((2 * E0 - 3 * E1 + E2) / 6) := by
  constructor
  · rintro ⟨h2, h1, h0⟩
    -- by the cubic, the columns of these three matrices lie in the three multiplets
    have k2 := h2.mul_eq (M := exchange * exchange + (3 : ℂ) • exchange + (2 : ℂ) • 1) (by
      simp only [mul_add, Matrix.mul_smul, mul_one]
      linear_combination (norm := module) exchange_cube)
    have k1 := h1.mul_eq (M := exchange * exchange + exchange - (2 : ℂ) • 1) (by
      simp only [mul_add, mul_sub, Matrix.mul_smul, mul_one]
      linear_combination (norm := module) exchange_cube)
    have k0 := h0.mul_eq (M := exchange * exchange - 1) (by
      simp only [mul_sub, mul_one]
      linear_combination (norm := module) exchange_cube)
    simp only [mul_add, mul_sub, Matrix.mul_smul, mul_one] at k2 k1 k0
    -- a combination of the three matrices is the identity
    simp only [biquad]
    linear_combination (norm := module)
      (1 / 6 : ℂ) • k2 - (1 / 2 : ℂ) • k1 + (1 / 3 : ℂ) • k0
  · rintro rfl
    refine ⟨?_, ?_, ?_⟩
    · convert biquad_level _ _ _ 2 using 1
      ring
    · convert biquad_level _ _ _ 1 using 1
      ring
    · convert biquad_level _ _ _ 0 using 1
      ring

/-- The operator c + J X + B X² determines c, J and B. -/
theorem biquad_injective {c J B c' J' B' : ℂ} (h : biquad c J B = biquad c' J' B') :
    c = c' ∧ J = J' ∧ B = B' := by
  simp only [biquad, exchange_sq] at h
  rw [exchange_eq_swap_sub_dyad] at h
  -- three matrix entries separate the three parameters
  have hB := congrFun (congrFun h (0, 2)) (2, 0)
  have hJ := congrFun (congrFun h (0, 1)) (1, 0)
  have hc := congrFun (congrFun h (0, 0)) (0, 0)
  simp [toC, swapInt, dyadInt, amp] at hB hJ hc
  refine ⟨?_, hJ, hB⟩
  linear_combination hc - hJ - hB

/-- If c + J X + B X² has quintet, triplet and singlet energies E2, E1, E0, then
J = (E2 − E1)/2, B = (2E0 − 3E1 + E2)/6, and B = 0 exactly when E2 − E1 = 2(E1 − E0). -/
theorem couplings_and_lande_rule {c J B E2 E1 E0 : ℂ} (h2 : IsLevel (biquad c J B) 2 E2)
    (h1 : IsLevel (biquad c J B) 1 E1) (h0 : IsLevel (biquad c J B) 0 E0) :
    J = (E2 - E1) / 2 ∧ B = (2 * E0 - 3 * E1 + E2) / 6 ∧
      (B = 0 ↔ E2 - E1 = 2 * (E1 - E0)) := by
  obtain ⟨-, hJ, hB⟩ := biquad_injective ((levels_iff_eq_biquad _ E2 E1 E0).1 ⟨h2, h1, h0⟩)
  refine ⟨hJ, hB, fun h => ?_, fun h => ?_⟩
  · linear_combination 6 * h - 6 * hB
  · linear_combination hB + h / 6

end

end SpinOneBiquadraticExchange
```

```lean
#print axioms SpinOneBiquadraticExchange.couplings_and_lande_rule
```

```
'SpinOneBiquadraticExchange.couplings_and_lande_rule' depends on axioms: [propext, Classical.choice, Quot.sound]
```

### How the proof follows the algebra

`spin_one_relations` checks the commutators and $\mathbf S^2=2$ entry by entry. The factors $1/\sqrt2$ are kept outside the matrices: a single one is common to both sides, and a product of two is replaced through `r_sq`, $r^2=1/2$.

`exchange_eq_swap_sub_dyad` proves $X=P-K$ by comparing all entries. Both sides of the remaining identities are then integer matrices, so `decide +kernel` can evaluate $X^2=1+K$ and $K(X+2)=0$. The ring homomorphism `toC` carries the results over to complex operators, and `exchange_cubic` combines them as above.

`totalSq_eq` expands the total spin into $4+2X$, and `biquad_level` reads off the energies. For the converse, `IsLevel.mul_eq` applies the level condition to each column of a matrix $M$: if $XM=xM$ with the $x$ of spin $s$, then $HM=EM$. In `levels_iff_eq_biquad`, $M$ runs through the three unnormalised projectors, `exchange_cube` supplies $XM=xM$, and the final `linear_combination` uses the weights $1/6$, $-1/2$, $1/3$.

For uniqueness, the matrix element of $H$ between $|{+},{-}\rangle$ and $|{-},{+}\rangle$ is $B$, that between $|{+},0\rangle$ and $|0,{+}\rangle$ is $J$, and the diagonal element of $|{+},{+}\rangle$ is $c+J+B$. The last theorem compares the given parameters with those built from the energies.

### Extracting J and B from computed energies

In a multireference calculation on such a dimer, one computes the lowest quintet, triplet and singlet without spin–orbit coupling and inserts their energies into the two formulas. For a program that writes the exchange term as $-2J'\,\mathbf S_1\cdot\mathbf S_2$, the conversion is $J'=-J/2$. Three energies always fit three parameters exactly, so the fit itself does not test the spin model.

As an invented example, take $E_0=0$, $E_1=20$ and $E_2=54$ in cm⁻¹. Then

$$J=\frac{54-20}{2}=17,\qquad B=\frac{0-60+54}{6}=-1,\qquad c=\frac{54+60-0}{3}=38.$$

Inserting these gives back $38+17-1=54$, $38-17-1=20$ and $38-34-4=0$. The Landé rule would require a quintet–triplet gap of 40; the actual gap is 34, and the difference of $-6$ is $6B$.
